# N equal split steps miss exp(−iT(A+B)) by at most T²‖AB−BA‖/(2N) for Hermitian matrices

## Do the errors of many pulse slices amplify each other?

To simulate a constant rf pulse applied off resonance, I cut it into N slices, and in each slice I rotate the spins first about x for the pulse and then about z for the offset. The two rotations don't commute, so every slice is slightly wrong, and every slice also starts from the wrong result of the one before. Why doesn't this get out of hand, and how many slices do I need?

## Slice errors at most add, and the commutator sets their size

Norm-preserving evolution carries old errors along without enlarging them. Work in the rotating frame and drop the counter-rotating part of the rf field, so that the Hamiltonian is constant. Let A be its offset term and B its pulse term, both Hermitian, with ħ = 1. Write U_H(t) = exp(−itH), S(τ) = U_A(τ)U_B(τ) and C = AB − BA, and let ‖·‖ be the operator norm. All these propagators have norm at most 1.

First follow B under evolution by A:

d/ds [U_A(−s) B U_A(s)] = i U_A(−s) C U_A(s)

The right side has norm at most ‖C‖, so for s ≥ 0

‖U_A(−s) B U_A(s) − B‖ ≤ s‖C‖.

Now view one slice from the frame of the full Hamiltonian, W(s) = U_{A+B}(−s)S(s). The terms containing A on the left cancel in the derivative:

W′(s) = i U_{A+B}(−s) [B U_A(s) − U_A(s) B] U_B(s)

The bracket equals U_A(s)[U_A(−s) B U_A(s) − B], so ‖W′(s)‖ ≤ s‖C‖. Since W(0) = 1, integration gives

‖W(s) − 1‖ ≤ s²‖C‖/2.

Negative s follows by reversing the signs of A, B and s, which leaves C unchanged.

For steps τ_0, τ_1, …, let t_0 = 0, t_{k+1} = t_k + τ_k, P_0 = 1 and P_{k+1} = P_k S(τ_k). The error E_k = U_{A+B}(t_k) − P_k obeys

E_{k+1} = E_k S(τ_k) − U_{A+B}(t_{k+1}) [W(τ_k) − 1],

‖E_{k+1}‖ ≤ ‖E_k‖ + τ_k²‖C‖/2.

Since E_0 = 0, the total is at most (‖C‖/2) Σ τ_k². With τ_k = T/N the sum is T²/N, which gives the bound in the title. Halving the step halves this bound, and commuting terms make it zero.

For one spin-1/2 with spin operators I_x and I_z, let Ω be the resonance offset and ω₁ the strength of the pulse, both as angular frequencies. Then A = ΩI_z and B = ω₁I_x give ‖C‖ = |Ωω₁|/2. Take a pulse that would turn the spin by 90° on resonance, and apply it at the offset Ω = ω₁. Then ΩT = ω₁T = π/2, so the bound is π²/(16N), and 62 slices bring it below 0.01. The two rotation matrices are computed once and applied alternately. A single spin can also be treated exactly, by one rotation about the tilted effective field, so it makes a good test of the slicing.

The same argument handles a third Hermitian term D. Splitting off A, then separating B from D, bounds the error of N equal steps by T²(‖[A, B+D]‖ + ‖[B, D]‖)/(2N), where [X, Y] = XY − YX.

In the code, `propagator H t` is U_H(t) and `splitStep A B τ` is S(τ), in which B acts first on a ket. `splitProduct` appends later factors on the right, so with unequal steps the factor for `τ 0` acts last on a ket.

`split_operator_error` takes finite complex matrices with `A.IsHermitian` and `B.IsHermitian`, any real `T`, and `0 < N`; its norm is the l2 operator norm, the largest factor by which a vector can be stretched. It applies to spin dynamics with a time-independent, finite-dimensional Hamiltonian, without relaxation or rounding error. The preceding error lemmas hold in any complex C*-algebra with an identity, which still leaves out unbounded operators such as the continuum kinetic energy.

In Lean 4 with Mathlib:

```lean
import Mathlib

open Finset Filter Topology

namespace SplitOperatorPropagation

noncomputable section

variable {𝔸 : Type*} [NormedRing 𝔸] [NormedAlgebra ℂ 𝔸]

/-- The propagator `exp(-i t H)` generated by `H` over the time `t`, with `ħ = 1`. -/
def propagator (H : 𝔸) (t : ℝ) : 𝔸 :=
  NormedSpace.exp ((-(Complex.I * (t : ℂ))) • H)

/-- One split step of length `τ`: evolution under `B`, followed by evolution under `A`. -/
def splitStep (A B : 𝔸) (τ : ℝ) : 𝔸 := propagator A τ * propagator B τ

/-- The ordered product of the first `N` split steps, with step lengths `τ 0, τ 1, …`. -/
def splitProduct (A B : 𝔸) (τ : ℕ → ℝ) : ℕ → 𝔸
  | 0 => 1
  | N + 1 => splitProduct A B τ N * splitStep A B (τ N)

/-- Evolution over zero time is the identity. -/
theorem propagator_zero (H : 𝔸) : propagator H 0 = 1 := by
  simp [propagator]

variable [CompleteSpace 𝔸]

/-- The propagator obeys the Schrödinger equation `dU/dt = -i H U`. -/
theorem propagator_hasDerivAt (H : 𝔸) (t : ℝ) :
    HasDerivAt (fun s : ℝ => propagator H s)
      ((-Complex.I) • (H * propagator H t)) t := by
  have e : ∀ s : ℝ, propagator H s = NormedSpace.exp (s • ((-Complex.I) • H)) := by
    intro s
    have h : s • ((-Complex.I) • H) = (-(Complex.I * (s : ℂ))) • H := by
      change (s : ℂ) • ((-Complex.I) • H) = _
      rw [smul_smul]
      congr 1
      ring
    rw [h, propagator]
  have h := hasDerivAt_exp_smul_const' ((-Complex.I) • H) t
  simp only [← e] at h
  exact h.congr_deriv (smul_mul_assoc _ _ _)

/-- The backward propagator `U(-t)` has time derivative `i U(-t) H`. -/
theorem propagator_neg_hasDerivAt (H : 𝔸) (t : ℝ) :
    HasDerivAt (fun s : ℝ => propagator H (-s))
      (Complex.I • (propagator H (-t) * H)) t := by
  have e : ∀ s : ℝ, propagator H (-s) = NormedSpace.exp (s • (Complex.I • H)) := by
    intro s
    have h : s • (Complex.I • H) = (-(Complex.I * ((-s : ℝ) : ℂ))) • H := by
      change (s : ℂ) • (Complex.I • H) = _
      rw [smul_smul]
      congr 1
      push_cast
      ring
    rw [h, propagator]
  have h := hasDerivAt_exp_smul_const (Complex.I • H) t
  simp only [← e] at h
  exact h.congr_deriv (mul_smul_comm _ _ _)

/-- Successive evolutions under the same generator compose: `U(s + t) = U(s) U(t)`. -/
theorem propagator_add (H : 𝔸) (s t : ℝ) :
    propagator H (s + t) = propagator H s * propagator H t := by
  let : NormedAlgebra ℚ 𝔸 := NormedAlgebra.restrictScalars ℚ ℂ 𝔸
  have hc : Commute ((-(Complex.I * (s : ℂ))) • H) ((-(Complex.I * (t : ℂ))) • H) :=
    ((Commute.refl H).smul_left _).smul_right _
  unfold propagator
  rw [← NormedSpace.exp_add_of_commute hc, ← add_smul]
  congr 2
  push_cast
  ring

variable [StarRing 𝔸] [CStarRing 𝔸] [StarModule ℂ 𝔸]

/-- The propagator of a self-adjoint generator has norm at most one. -/
theorem propagator_norm_le_one {H : 𝔸} (hH : IsSelfAdjoint H) (t : ℝ) :
    ‖propagator H t‖ ≤ 1 := by
  rcases subsingleton_or_nontrivial 𝔸 with h | h
  · rw [Subsingleton.elim (propagator H t) 0, norm_zero]
    exact zero_le_one
  · have hs : star (propagator H t) = propagator H (-t) := by
      unfold propagator
      rw [NormedSpace.star_exp, star_smul, hH.star_eq]
      congr 2
      simp
    have hn := CStarRing.norm_star_mul_self (x := propagator H t)
    rw [hs, ← propagator_add, neg_add_cancel, propagator_zero, CStarRing.norm_one] at hn
    nlinarith [norm_nonneg (propagator H t)]

omit [NormedAlgebra ℂ 𝔸] [CompleteSpace 𝔸] [StarRing 𝔸] [CStarRing 𝔸] [StarModule ℂ 𝔸] in
/-- Multiplying `M` on both sides by factors of norm at most one does not increase its norm. -/
private theorem norm_sandwich_le {U V : 𝔸} (M : 𝔸) (hU : ‖U‖ ≤ 1) (hV : ‖V‖ ≤ 1) :
    ‖U * M * V‖ ≤ ‖M‖ :=
  (norm_mul_le _ _).trans <| (mul_le_of_le_one_right (norm_nonneg _) hV).trans <|
    (norm_mul_le _ _).trans (mul_le_of_le_one_left (norm_nonneg _) hU)

/-- During a time `s ≥ 0` of evolution under a self-adjoint `A`, the Heisenberg-picture
observable `B` moves by at most `s ‖AB - BA‖`. -/
theorem heisenberg_drift {A : 𝔸} (hA : IsSelfAdjoint A) (B : 𝔸) {s : ℝ} (hs : 0 ≤ s) :
    ‖propagator A (-s) * B * propagator A s - B‖ ≤ s * ‖A * B - B * A‖ := by
  -- Heisenberg equation of motion
  have hd : ∀ x : ℝ, HasDerivAt
      (fun y : ℝ => propagator A (-y) * B * propagator A y - B)
      (Complex.I • (propagator A (-x) * (A * B - B * A) * propagator A x)) x := by
    intro x
    have h := (((propagator_neg_hasDerivAt A x).mul_const B).fun_mul
      (propagator_hasDerivAt A x)).sub_const B
    refine h.congr_deriv ?_
    simp only [smul_mul_assoc, mul_smul_comm, mul_sub, sub_mul, mul_assoc]
    module
  exact image_norm_le_of_norm_deriv_right_le_deriv_boundary
    (f := fun y : ℝ => propagator A (-y) * B * propagator A y - B)
    (B := fun y => y * ‖A * B - B * A‖) (B' := fun _ => ‖A * B - B * A‖)
    (fun x _ => (hd x).continuousAt.continuousWithinAt)
    (fun x _ => (hd x).hasDerivWithinAt)
    (by simp [propagator_zero])
    (fun x => ((hasDerivAt_id' x).mul_const _).congr_deriv (one_mul _))
    (fun x _ => by
      rw [norm_smul, Complex.norm_I, one_mul]
      exact norm_sandwich_le _ (propagator_norm_le_one hA _) (propagator_norm_le_one hA _))
    (Set.right_mem_Icc.mpr hs)

/-- Seen in the frame that moves with the full Hamiltonian `A + B`, a split step of length `s`
departs from the identity by at most `s² ‖AB - BA‖ / 2`, for self-adjoint `A` and `B`. -/
theorem interaction_frame_drift {A B : 𝔸} (hA : IsSelfAdjoint A) (hB : IsSelfAdjoint B)
    (s : ℝ) :
    ‖propagator (A + B) (-s) * splitStep A B s - 1‖ ≤ s ^ 2 / 2 * ‖A * B - B * A‖ := by
  have key : ∀ A B : 𝔸, IsSelfAdjoint A → IsSelfAdjoint B → ∀ s : ℝ, 0 ≤ s →
      ‖propagator (A + B) (-s) * splitStep A B s - 1‖ ≤ s ^ 2 / 2 * ‖A * B - B * A‖ := by
    intro A B hA hB s hs
    -- only the failure of B to commute with the A-propagator drives the motion
    have hd : ∀ x : ℝ, HasDerivAt
        (fun y : ℝ => propagator (A + B) (-y) * (propagator A y * propagator B y) - 1)
        (Complex.I • (propagator (A + B) (-x) *
          (B * propagator A x - propagator A x * B) * propagator B x)) x := by
      intro x
      have h := ((propagator_neg_hasDerivAt (A + B) x).fun_mul
        ((propagator_hasDerivAt A x).fun_mul (propagator_hasDerivAt B x))).sub_const 1
      refine h.congr_deriv ?_
      simp only [smul_mul_assoc, mul_smul_comm, mul_sub, sub_mul, mul_add, add_mul, mul_assoc]
      module
    have h : ‖propagator (A + B) (-s) * (propagator A s * propagator B s) - 1‖
        ≤ s * s * (‖A * B - B * A‖ / 2) :=
      image_norm_le_of_norm_deriv_right_le_deriv_boundary
        (f := fun y : ℝ => propagator (A + B) (-y) * (propagator A y * propagator B y) - 1)
        (B := fun y => y * y * (‖A * B - B * A‖ / 2)) (B' := fun y => y * ‖A * B - B * A‖)
        (fun x _ => (hd x).continuousAt.continuousWithinAt)
        (fun x _ => (hd x).hasDerivWithinAt)
        (by simp [propagator_zero])
        (fun x => (((hasDerivAt_id' x).fun_mul (hasDerivAt_id' x)).mul_const _).congr_deriv
          (by ring))
        (fun x hx => by
          have e : B * propagator A x - propagator A x * B =
              propagator A x * (propagator A (-x) * B * propagator A x - B) := by
            rw [mul_sub, ← mul_assoc, ← mul_assoc, ← propagator_add, add_neg_cancel,
              propagator_zero, one_mul]
          rw [norm_smul, Complex.norm_I, one_mul]
          refine (norm_sandwich_le _ (propagator_norm_le_one (hA.add hB) _)
            (propagator_norm_le_one hB _)).trans ?_
          rw [e]
          exact (norm_mul_le _ _).trans <| (mul_le_of_le_one_left (norm_nonneg _)
            (propagator_norm_le_one hA _)).trans (heisenberg_drift hA B hx.1))
        (Set.right_mem_Icc.mpr hs)
    exact h.trans_eq (by ring)
  rcases le_total 0 s with hs | hs
  · exact key A B hA hB s hs
  · -- backward evolution is forward evolution with both generators reversed
    have hr : ∀ (H : 𝔸) (t : ℝ), propagator (-H) (-t) = propagator H t := by
      intro H t
      simp [propagator]
    have h := key (-A) (-B) hA.neg hB.neg (-s) (by linarith)
    rw [← neg_add, hr, splitStep, hr, hr, neg_mul_neg, neg_mul_neg, neg_sq] at h
    exact h

/-- For self-adjoint `A` and `B` and steps of arbitrary lengths `τ k`, the accumulated splitting
error is at most `(∑ τ k²) ‖AB - BA‖ / 2`. -/
theorem variable_step_error {A B : 𝔸} (hA : IsSelfAdjoint A) (hB : IsSelfAdjoint B)
    (τ : ℕ → ℝ) (N : ℕ) :
    ‖propagator (A + B) (∑ k ∈ range N, τ k) - splitProduct A B τ N‖
      ≤ (∑ k ∈ range N, τ k ^ 2) / 2 * ‖A * B - B * A‖ := by
  induction N with
  | zero => simp [splitProduct, propagator_zero]
  | succ N ih =>
    rw [sum_range_succ, sum_range_succ, splitProduct]
    set t := ∑ k ∈ range N, τ k
    have hW : propagator (A + B) (t + τ N) * propagator (A + B) (-τ N)
        = propagator (A + B) t := by
      rw [← propagator_add, add_neg_cancel_right]
    have h2 : propagator (A + B) (t + τ N) *
        (propagator (A + B) (-τ N) * splitStep A B (τ N) - 1)
        = propagator (A + B) t * splitStep A B (τ N) - propagator (A + B) (t + τ N) := by
      rw [mul_sub, ← mul_assoc, hW, mul_one]
    -- old error carried along, plus the new local error
    have e : propagator (A + B) (t + τ N) - splitProduct A B τ N * splitStep A B (τ N)
        = (propagator (A + B) t - splitProduct A B τ N) * splitStep A B (τ N)
          - propagator (A + B) (t + τ N) *
            (propagator (A + B) (-τ N) * splitStep A B (τ N) - 1) := by
      rw [h2, sub_mul]
      abel
    have hS : ‖splitStep A B (τ N)‖ ≤ 1 :=
      (norm_mul_le _ _).trans <| (mul_le_of_le_one_left (norm_nonneg _)
        (propagator_norm_le_one hA _)).trans (propagator_norm_le_one hB _)
    have h3 := (norm_mul_le (propagator (A + B) t - splitProduct A B τ N)
      (splitStep A B (τ N))).trans (mul_le_of_le_one_right (norm_nonneg _) hS)
    have h4 := (norm_mul_le (propagator (A + B) (t + τ N))
      (propagator (A + B) (-τ N) * splitStep A B (τ N) - 1)).trans
      (mul_le_of_le_one_left (norm_nonneg _) (propagator_norm_le_one (hA.add hB) _))
    have h5 := interaction_frame_drift hA hB (τ N)
    rw [e]
    refine (norm_sub_le _ _).trans ?_
    linarith

/-- Among all divisions of a given total time into `N ≥ 1` steps, equal steps give the smallest
sum of squared step lengths. -/
theorem equal_steps_optimal (τ : ℕ → ℝ) {N : ℕ} (hN : 0 < N) :
    ∑ _k ∈ range N, ((∑ j ∈ range N, τ j) / N) ^ 2 ≤ ∑ k ∈ range N, τ k ^ 2 := by
  have hN' : (0 : ℝ) < N := by exact_mod_cast hN
  have h := sq_sum_le_card_mul_sum_sq (s := range N) (f := τ)
  rw [card_range] at h
  have e : (N : ℝ) * ((∑ j ∈ range N, τ j) / N) ^ 2 = (∑ j ∈ range N, τ j) ^ 2 / N := by
    field_simp
  rw [sum_const, card_range, nsmul_eq_mul, e, div_le_iff₀ hN']
  linarith

open scoped Matrix.Norms.L2Operator

variable {n : Type*} [Fintype n] [DecidableEq n]

/-- For Hermitian matrices `A` and `B`, `N ≥ 1` equal split steps reproduce the exact propagator
over the time `T` up to an operator-norm error of at most `T² ‖AB - BA‖ / (2N)`. -/
theorem split_operator_error {A B : Matrix n n ℂ} (hA : A.IsHermitian) (hB : B.IsHermitian)
    (T : ℝ) {N : ℕ} (hN : 0 < N) :
    ‖propagator (A + B) T - splitStep A B (T / N) ^ N‖
      ≤ T ^ 2 * ‖A * B - B * A‖ / (2 * N) := by
  have hN' : (N : ℝ) ≠ 0 := by exact_mod_cast hN.ne'
  have hp : ∀ M : ℕ, splitProduct A B (fun _ => T / N) M = splitStep A B (T / N) ^ M := by
    intro M
    induction M with
    | zero => rw [splitProduct, pow_zero]
    | succ M ih => rw [splitProduct, ih, pow_succ]
  have h1 : ∑ _k ∈ range N, T / (N : ℝ) = T := by
    rw [sum_const, card_range, nsmul_eq_mul]
    field_simp
  have h2 : ∑ _k ∈ range N, (T / (N : ℝ)) ^ 2 = T ^ 2 / N := by
    rw [sum_const, card_range, nsmul_eq_mul]
    field_simp
  have h := variable_step_error (show IsSelfAdjoint A from hA) (show IsSelfAdjoint B from hB)
    (fun _ => T / (N : ℝ)) N
  rw [hp, h1, h2] at h
  exact h.trans_eq (by ring)

/-- Trotter product formula: for Hermitian matrices `A` and `B`, the split evolution over a fixed
time `T` converges to the exact propagator as the number of equal steps grows. -/
theorem trotter_limit {A B : Matrix n n ℂ} (hA : A.IsHermitian) (hB : B.IsHermitian) (T : ℝ) :
    Tendsto (fun N : ℕ => splitStep A B (T / N) ^ N) atTop (𝓝 (propagator (A + B) T)) := by
  rw [tendsto_iff_norm_sub_tendsto_zero]
  refine squeeze_zero' (Eventually.of_forall fun N => norm_nonneg _) ?_
    (tendsto_const_div_atTop_nhds_zero_nat (T ^ 2 * ‖A * B - B * A‖ / 2))
  filter_upwards [eventually_gt_atTop 0] with N hN
  rw [norm_sub_rev]
  exact (split_operator_error hA hB T hN).trans_eq (by ring)

end

end SplitOperatorPropagation
```

```lean
#print axioms SplitOperatorPropagation.equal_steps_optimal
#print axioms SplitOperatorPropagation.split_operator_error
#print axioms SplitOperatorPropagation.trotter_limit
```

```
'SplitOperatorPropagation.equal_steps_optimal' depends on axioms: [propext, Classical.choice, Quot.sound]
'SplitOperatorPropagation.split_operator_error' depends on axioms: [propext, Classical.choice, Quot.sound]
'SplitOperatorPropagation.trotter_limit' depends on axioms: [propext, Classical.choice, Quot.sound]
```

The two derivative lemmas supply the equations of motion, and `propagator_norm_le_one` obtains its bound from U*U = 1. `heisenberg_drift` and `interaction_frame_drift` are the two integrations. Both use `image_norm_le_of_norm_deriv_right_le_deriv_boundary`, which compares the growth of a norm with that of a known bound, so no integral is evaluated. In the second, `key` treats s ≥ 0 and the sign reversal does the rest.

`variable_step_error` is the induction on E_k: its equation `e` is the recursion above, and `linarith` adds the old and new bounds. `split_operator_error` inserts equal steps, with `hp` turning the product into a power. `equal_steps_optimal` uses the Cauchy–Schwarz inequality to show that equal steps minimise Σ τ_k² for a given total time and number of steps, and hence this bound, though not necessarily the actual error. `trotter_limit` squeezes the error to zero as N grows.
